# With term-by-term screening, the error of an incremental Fock build from an exact start grows at most linearly with the number of updates

An incremental Fock build adds to the previous matrix the contraction of the integrals with the change in the density matrix. Screening leaves out the terms of this contraction that fall below a threshold, which is the same at every update. The first decision is what to compare with the threshold. Here it is the product of an integral with a density-matrix element, one product at a time. A direct SCF program typically compares an upper estimate of the product instead, usually for a whole block of basis functions, because it wants to avoid computing the integral at all. If that estimate is a true upper bound, every term it discards is also below the threshold, and the upper bounds derived here carry over by the same argument; the Lean file itself treats only the term-by-term rule.

The second decision is what the error is measured against. At every update the reference is the full contraction with the current density, not the converged Fock matrix. The results therefore concern screening alone and say nothing about SCF convergence or the energy.

## Integrals, densities and the two builds

There are N real basis functions, with indices i, j, k, l in `Fin N`, that is, from 0 to N − 1.

```lean
import Mathlib

open Finset

namespace IncrementalFock

noncomputable section

variable {N : ℕ}
```

Let τ be the threshold, the number a user sets to trade accuracy for speed. Screening sends a real number x to s(x), which is 0 if |x| < τ and x otherwise. A term exactly at the threshold is kept.

```lean
/-- Screening of a single term: it is replaced by zero if its absolute value is below `τ`,
and kept otherwise. -/
def screen (τ x : ℝ) : ℝ := if |x| < τ then 0 else x
```

The exact build from a density matrix D is

F(D)_ij = ∑ₖ ∑ₗ I_ijkl D_kl.

The array I is arbitrary: no permutational symmetry or positivity is assumed. It can hold Coulomb integrals, or the closed-shell combination of Coulomb and exchange integrals, in which case screening acts on the combined term. If a program screens the Coulomb and exchange terms separately, the results apply to each part, and the two error bounds add. The one-electron part of the Fock matrix is left out, since it doesn't depend on the density and would cancel from every error.

```lean
/-- The exact contraction `F_ij = ∑ I_ijkl D_kl` of the integrals with a density matrix. -/
def fock (I : Fin N → Fin N → Fin N → Fin N → ℝ) (D : Matrix (Fin N) (Fin N) ℝ) :
    Matrix (Fin N) (Fin N) ℝ :=
  Matrix.of fun i j => ∑ k, ∑ l, I i j k l * D k l
```

The screened build S(D) applies s to each product before summing:

S(D)_ij = ∑ₖ ∑ₗ s(I_ijkl D_kl).

```lean
/-- The same contraction with every term below the threshold `τ` left out. -/
def screenedFock (τ : ℝ) (I : Fin N → Fin N → Fin N → Fin N → ℝ)
    (D : Matrix (Fin N) (Fin N) ℝ) : Matrix (Fin N) (Fin N) ℝ :=
  Matrix.of fun i j => ∑ k, ∑ l, screen τ (I i j k l * D k l)
```

Let c_ij(D) be the number of pairs (k, l) with |I_ijkl D_kl| < τ. A term that is already zero counts as dropped when τ > 0, although losing it does no harm.

```lean
/-- The number of terms that screening leaves out of the element `F_ij`. -/
def dropped (τ : ℝ) (I : Fin N → Fin N → Fin N → Fin N → ℝ)
    (D : Matrix (Fin N) (Fin N) ℝ) (i j : Fin N) : ℕ :=
  ∑ k, ∑ l, if |I i j k l * D k l| < τ then 1 else 0
```

Finally, let D(0), D(1), D(2), … be a sequence of densities. The incremental matrix G(n) is defined by

G(0) = F(D(0)),
G(n + 1) = G(n) + S(D(n + 1) − D(n)).

The sequence is arbitrary, so it may be the one that an SCF procedure produces from the approximate matrices G(n) themselves. The exact start is an assumption, but it can be had without work: take D(0) = 0, for which F(D(0)) = 0, and count the first screened build as update 1.

```lean
/-- The incremental build: an exact start from the density `D 0`, then at each update the
screened contraction with the density difference is added. -/
def incFock (τ : ℝ) (I : Fin N → Fin N → Fin N → Fin N → ℝ)
    (D : ℕ → Matrix (Fin N) (Fin N) ℝ) : ℕ → Matrix (Fin N) (Fin N) ℝ
  | 0 => fock I (D 0)
  | n + 1 => incFock τ I D n + screenedFock τ I (D (n + 1) - D n)
```

## (a) The error of a single term

**Task.** Show that screening changes a dropped term by at most τ and a kept term not at all:

|x − s(x)| ≤ τ if |x| < τ, and |x − s(x)| ≤ 0 otherwise.

**Solution.** If |x| < τ, then s(x) = 0 and |x − s(x)| = |x| < τ. If |x| ≥ τ, then s(x) = x and the difference is zero.

In Lean, `split_ifs` produces these two cases. The sign of τ is not restricted: for τ ≤ 0 no term satisfies |x| < τ, and nothing is dropped.

```lean
/-- Screening changes a dropped term by at most `τ` and a kept term not at all. -/
theorem screen_error (τ x : ℝ) : |x - screen τ x| ≤ if |x| < τ then τ else 0 := by
  unfold screen
  split_ifs with h
  · rw [sub_zero]
    exact h.le
  · simp
```

## (b) How many terms one element can lose

**Task.** Bound the number of terms dropped from one element:

c_ij(D) ≤ N².

**Solution.** The count is a double sum over k and l of ones and zeros. Replacing each zero by a one can only increase it, and the sum of N · N ones is N².

The proof makes the same replacement with `sum_le_sum`, used once for each index.

```lean
/-- At most `N²` terms can be dropped from one element. -/
theorem dropped_le (τ : ℝ) (I : Fin N → Fin N → Fin N → Fin N → ℝ)
    (D : Matrix (Fin N) (Fin N) ℝ) (i j : Fin N) : dropped τ I D i j ≤ N ^ 2 := by
  unfold dropped
  calc _ ≤ ∑ _k : Fin N, ∑ _l : Fin N, 1 :=
        sum_le_sum fun k _ => sum_le_sum fun l _ => by split_ifs <;> simp
    _ = N ^ 2 := by simp [sq]
```

## (c) The error of one screened build

**Task.** Show that a single screened build errs by at most τ for each dropped term:

|F(D)_ij − S(D)_ij| ≤ c_ij(D) τ.

**Solution.** Write x_kl = I_ijkl D_kl for fixed i and j. Subtracting the two sums term by term gives

F(D)_ij − S(D)_ij = ∑ₖ ∑ₗ (x_kl − s(x_kl)).

By the triangle inequality,

|F(D)_ij − S(D)_ij| ≤ ∑ₖ ∑ₗ |x_kl − s(x_kl)|.

By (a), each dropped term contributes at most τ to the right-hand side and each kept term contributes nothing. There are c_ij(D) dropped terms, which gives the result.

The `calc` chain applies the triangle inequality first to the sum over k and then to the sum over l, inserts `screen_error`, and recognises the remaining sum as the count times τ.

```lean
/-- One screened build errs in each element by at most `τ` times the number of terms
dropped from that element. -/
theorem screenedFock_error (τ : ℝ) (I : Fin N → Fin N → Fin N → Fin N → ℝ)
    (D : Matrix (Fin N) (Fin N) ℝ) (i j : Fin N) :
    |fock I D i j - screenedFock τ I D i j| ≤ dropped τ I D i j * τ := by
  have h : fock I D i j - screenedFock τ I D i j =
      ∑ k, ∑ l, (I i j k l * D k l - screen τ (I i j k l * D k l)) := by
    simp only [fock, screenedFock, Matrix.of_apply, sum_sub_distrib]
  rw [h]
  -- triangle inequality over both indices, then the error of each term
  calc _ ≤ ∑ k, |∑ l, (I i j k l * D k l - screen τ (I i j k l * D k l))| :=
        abs_sum_le_sum_abs _ _
    _ ≤ ∑ k, ∑ l, |I i j k l * D k l - screen τ (I i j k l * D k l)| :=
        sum_le_sum fun k _ => abs_sum_le_sum_abs _ _
    _ ≤ ∑ k, ∑ l, (if |I i j k l * D k l| < τ then τ else 0) :=
        sum_le_sum fun k _ => sum_le_sum fun l _ => screen_error _ _
    _ = dropped τ I D i j * τ := by
        unfold dropped
        push_cast
        simp only [sum_mul, ite_mul, one_mul, zero_mul]
```

## (d) Errors add from update to update

**Task.** Show that after n updates the error is controlled by the total number of dropped terms:

|F(D(n))_ij − G(n)_ij| ≤ τ ∑ₘ c_ij(D(m + 1) − D(m)), with m running from 0 to n − 1.

**Solution.** For n = 0 both sides vanish, because the start is exact. For the step from n to n + 1, set Δ = D(n + 1) − D(n). The exact contraction is linear in the density, so

F(D(n + 1)) = F(D(n)) + F(Δ).

Subtracting G(n + 1) = G(n) + S(Δ) gives

F(D(n + 1)) − G(n + 1) = [F(D(n)) − G(n)] + [F(Δ) − S(Δ)].

The first bracket is the old error, bounded by the induction hypothesis. The second is the error of one screened build, bounded by (c) with c_ij(Δ) τ. Adding the two bounds extends the sum over m by its next term.

In the proof, `hlin` is the linearity, `hinc` is the recursion for G, and `hs` is the bound from (c). After `abs_le` has turned each absolute value into a pair of inequalities, `linarith` adds them.

```lean
/-- After `n` updates each element errs by at most `τ` times the number of terms dropped
from it in all updates together. -/
theorem incFock_error_count (τ : ℝ) (I : Fin N → Fin N → Fin N → Fin N → ℝ)
    (D : ℕ → Matrix (Fin N) (Fin N) ℝ) (n : ℕ) (i j : Fin N) :
    |fock I (D n) i j - incFock τ I D n i j| ≤
      ((∑ m ∈ range n, dropped τ I (D (m + 1) - D m) i j : ℕ) : ℝ) * τ := by
  induction n with
  | zero => simp [incFock]
  | succ n ih =>
    -- the exact contraction is linear in the density
    have hlin : fock I (D (n + 1) - D n) i j =
        fock I (D (n + 1)) i j - fock I (D n) i j := by
      simp only [fock, Matrix.of_apply, Matrix.sub_apply, mul_sub, sum_sub_distrib]
    have hinc : incFock τ I D (n + 1) i j =
        incFock τ I D n i j + screenedFock τ I (D (n + 1) - D n) i j := rfl
    have hs := screenedFock_error τ I (D (n + 1) - D n) i j
    rw [hlin] at hs
    rw [hinc, sum_range_succ, Nat.cast_add, add_mul]
    -- old error plus the error of the newest update
    rw [abs_le] at ih hs ⊢
    constructor <;> linarith [ih.1, ih.2, hs.1, hs.2]
```

## (e) A bound that needs no counting

**Task.** For τ ≥ 0, derive a bound that depends only on the number of updates, the size of the basis and the threshold:

|F(D(n))_ij − G(n)_ij| ≤ n N² τ.

**Solution.** By (b), each of the n counts in (d) is at most N², so their sum is at most n N². Multiplying by τ preserves the inequality because τ ≥ 0.

This is where the sign of τ matters. For a negative threshold nothing is dropped and the error is zero, but n N² τ would be negative for n ≥ 1 and N ≥ 1.

The proof bounds the sum of counts in the natural numbers (`h`), carries it over to the reals (`h'`), and multiplies by τ.

```lean
/-- Starting from an exact build, after `n` updates with a threshold `τ ≥ 0` every element of the
incremental matrix errs by at most `n N² τ`. -/
theorem incFock_error {τ : ℝ} (hτ : 0 ≤ τ) (I : Fin N → Fin N → Fin N → Fin N → ℝ)
    (D : ℕ → Matrix (Fin N) (Fin N) ℝ) (n : ℕ) (i j : Fin N) :
    |fock I (D n) i j - incFock τ I D n i j| ≤ n * (N : ℝ) ^ 2 * τ := by
  have h : ∑ m ∈ range n, dropped τ I (D (m + 1) - D m) i j ≤ n * N ^ 2 := by
    calc _ ≤ ∑ _m ∈ range n, N ^ 2 := sum_le_sum fun m _ => dropped_le _ _ _ _ _
      _ = n * N ^ 2 := by simp
  have h' : ((∑ m ∈ range n, dropped τ I (D (m + 1) - D m) i j : ℕ) : ℝ) ≤
      n * (N : ℝ) ^ 2 := by exact_mod_cast h
  exact (incFock_error_count τ I D n i j).trans (mul_le_mul_of_nonneg_right h' hτ)
```

**A case with numbers.** The numbers here only illustrate the arithmetic: they don't belong to an actual basis set or to densities with a fixed number of electrons. Take N = 2, τ = 0.01 and the element F_00, with integrals

I_0000 = 1, I_0001 = I_0010 = 0.5, I_0011 = 0.2.

Let the first density difference have the elements 0.1, 0.01, 0.01, 0.04, in the order 00, 01, 10, 11. The four products are

0.1, 0.005, 0.005, 0.008.

The last three are dropped, and the error is 0.018. Let the second difference have the elements 0.02, −0.01, −0.01, 0.03, with products

0.02, −0.005, −0.005, 0.006.

Again the last three are dropped. They sum to −0.004, so the error after two updates is 0.018 − 0.004 = 0.014. The bound from (d) is 6 · 0.01 = 0.06, and the bound from (e) is 2 · 4 · 0.01 = 0.08. Both are larger than the actual error, because the dropped terms are smaller than τ and partly cancel. The bound from (e) also counts the two terms that were kept.

**The smallest cases.** For n = 0 the bound is zero, as it should be for an exact start. For N = 1 there is one term per update, and the bound is n τ. For τ = 0 nothing is dropped, and the incremental matrix equals the exact one after any number of updates.

## (f) Rebuilding from the whole density

**Task.** For τ ≥ 0, show that a screened build from the full density has an error bound without the factor n:

|F(D)_ij − S(D)_ij| ≤ N² τ.

**Solution.** Insert c_ij(D) ≤ N² from (b) into (c), again using τ ≥ 0.

The density D may come from any stage of an SCF run, since the build uses nothing from earlier updates. For direct SCF this means that an occasional full rebuild removes the accumulated screening error and leaves only that of a single build, in a model with term-by-term screening and no rounding errors. The actual error need not fall: if the accumulated error happened to be small, the rebuild can be the less accurate of the two.

```lean
/-- A screened build from the whole density, with a threshold `τ ≥ 0`, errs in every element
by at most `N² τ`. -/
theorem direct_error {τ : ℝ} (hτ : 0 ≤ τ) (I : Fin N → Fin N → Fin N → Fin N → ℝ)
    (D : Matrix (Fin N) (Fin N) ℝ) (i j : Fin N) :
    |fock I D i j - screenedFock τ I D i j| ≤ (N : ℝ) ^ 2 * τ := by
  have h : (dropped τ I D i j : ℝ) ≤ (N : ℝ) ^ 2 := by
    exact_mod_cast dropped_le τ I D i j
  exact (screenedFock_error τ I D i j).trans (mul_le_mul_of_nonneg_right h hτ)
```

## (g) A case where the errors never cancel

**Task.** Let all integrals equal one, let every element of D(m) equal m t, and let 0 ≤ t < τ. Show that the error after n updates is exactly

F(D(n))_ij − G(n)_ij = n N² t.

**Solution.** The start is D(0) = 0, so G(0) = 0. In the update from m to m + 1 every product is

1 · ((m + 1) t − m t) = t.

Since |t| = t < τ, every term is dropped and S(D(m + 1) − D(m)) = 0. By induction G(m) = 0 for all m. The exact matrix has meanwhile grown: each element of F(D(n)) is a sum of N² terms equal to n t, that is, n N² t. The difference is the stated error.

Because t can be taken as close to τ as one likes, the bound in (e) cannot be multiplied by a constant smaller than one and still hold for all arrays and density sequences. The example is built to be the worst case, not to describe a molecule: for N ≥ 2 no linearly independent basis has all its integrals equal to one, and the density changes by the same amount at every update, whereas in a converging SCF run the changes tend to zero.

In Lean, `hzero` is the induction showing that the incremental matrix stays zero, and `hterm` within it shows that each product is screened out. The closing `simp only` and `ring` evaluate the exact contraction.

```lean
/-- With all integrals equal to one and every density element growing from zero by `t` per
update, where `0 ≤ t < τ`, the error after `n` updates is exactly `n N² t`. -/
theorem incFock_error_sharp {τ t : ℝ} (ht : 0 ≤ t) (htτ : t < τ) (n : ℕ) (i j : Fin N) :
    fock (fun _ _ _ _ => 1) (Matrix.of fun _ _ => (n : ℝ) * t) i j -
      incFock τ (fun _ _ _ _ => 1) (fun m => Matrix.of fun _ _ => (m : ℝ) * t) n i j =
      n * (N : ℝ) ^ 2 * t := by
  -- every term of every update is dropped, so the incremental matrix stays zero
  have hzero : ∀ m : ℕ, incFock τ (fun _ _ _ _ => 1)
      (fun m => Matrix.of fun _ _ : Fin N => (m : ℝ) * t) m i j = 0 := by
    intro m
    induction m with
    | zero => simp [incFock, fock]
    | succ m ih =>
      have hterm : screen τ (1 * (((m + 1 : ℕ) : ℝ) * t - (m : ℝ) * t)) = 0 := by
        have e : 1 * (((m + 1 : ℕ) : ℝ) * t - (m : ℝ) * t) = t := by
          push_cast
          ring
        rw [e, screen, if_pos (by rwa [abs_of_nonneg ht])]
      simp only [incFock, Matrix.add_apply, ih, screenedFock, Matrix.of_apply,
        Matrix.sub_apply, hterm, sum_const_zero, add_zero]
  rw [hzero n, sub_zero]
  simp only [fock, Matrix.of_apply, one_mul, sum_const, card_univ, Fintype.card_fin,
    nsmul_eq_mul]
  ring

end

end IncrementalFock
```

```lean
#print axioms IncrementalFock.incFock_error
#print axioms IncrementalFock.direct_error
#print axioms IncrementalFock.incFock_error_sharp
```

```
'IncrementalFock.incFock_error' depends on axioms: [propext, Classical.choice, Quot.sound]
'IncrementalFock.direct_error' depends on axioms: [propext, Classical.choice, Quot.sound]
'IncrementalFock.incFock_error_sharp' depends on axioms: [propext, Classical.choice, Quot.sound]
```
